# Atomic orbitals of a half-filled alternant Hückel system without nonbonding levels have entropy ln 4, canonical orbitals have entropy zero

How strongly an orbital of a π system is entangled with the rest depends on whether it is an atomic or a canonical orbital, and to compare the two we take its entropy to be a function of a single number, the occupation $p$ per spin. The two spins are treated as independent, so the orbital is empty, singly occupied with spin up or down, or doubly occupied, with probabilities $(1-p)^2$, $p(1-p)$, $(1-p)p$ and $p^2$.

For non-interacting electrons in a closed-shell determinant, these are the eigenvalues of the orbital's reduced density matrix. That identification is the step from the model to the many-electron state, and it is an input here: the code starts from the four probabilities.

The finite type `n` labels the atoms. It also labels the levels, since there are as many levels as atoms.

```lean
import Mathlib

open Matrix

namespace HuckelOrbitalEntropy

noncomputable section

variable {n : Type*} [Fintype n] [DecidableEq n]
```

## Levels, filling and entropy

The Hückel Hamiltonian is $H=\alpha 1+\beta A$. Here $\alpha$ is the energy of an electron in a single carbon $2p$ orbital of the π system, $\beta<0$ is the resonance integral between neighbours, and $A$ is the adjacency matrix in a basis of atomic orbitals taken as orthonormal. The canonical orbitals are the columns of a real square matrix $C$ with

$$C^TC=1,\qquad AC=C\,\mathrm{diag}(\varepsilon).$$

In the comments of the code, "Hückel matrix" means $A$, not $H$. The letter $\varepsilon_k$ denotes an eigenvalue of $A$, not an orbital energy. The energy is $\alpha+\beta\varepsilon_k$, so positive $\varepsilon_k$ means bonding.

```lean
/-- The columns of `C` are orthonormal canonical orbitals of the Hückel matrix `A`,
with eigenvalues `ε`. -/
structure CanonicalOrbitals (A C : Matrix n n ℝ) (ε : n → ℝ) : Prop where
  orthonormal : Cᵀ * C = 1
  eigen : A * C = C * diagonal ε
```

Each bonding level receives one electron of each spin. Its filling per spin is $f_k=1$ if $\varepsilon_k>0$, and $f_k=0$ otherwise.

```lean
/-- The filling of the levels: one electron per spin in each level with positive eigenvalue
of the adjacency matrix, none in the others. -/
def filling (ε : n → ℝ) : n → ℝ := fun k => if 0 < ε k then 1 else 0
```

With $F=\mathrm{diag}(f)$, the projector onto the filled levels is $P=CFC^T$. This is the density matrix for one spin. The usual charge and bond-order matrix is $2P$.

```lean
/-- The projector onto the span of the canonical orbitals with positive eigenvalue,
written in the basis of atomic orbitals. -/
def projector (C : Matrix n n ℝ) (ε : n → ℝ) : Matrix n n ℝ :=
  C * diagonal (filling ε) * Cᵀ
```

A normalised orbital $\varphi$ has occupation $p=\langle\varphi,P\varphi\rangle$ per spin. Normalisation is not built into the definition, but the orbitals used below all have it.

```lean
/-- The occupation per spin, `⟨φ, P φ⟩`, of a normalised orbital `φ`. -/
def occupation (P : Matrix n n ℝ) (φ : n → ℝ) : ℝ := φ ⬝ᵥ P *ᵥ φ
```

The entropy is the Shannon entropy of the four probabilities, $-\sum_m w_m\ln w_m$. Mathlib's `Real.negMulLog` is the function $-x\ln x$, with value 0 at $x=0$.

The argument must be the occupation per spin. An atomic orbital with $p=1/2$ holds one electron in total, and if that total of 1 is inserted for $p$, the formula returns 0 where the correct value is $\ln 4$.

```lean
/-- The entropy of an orbital whose two spins are occupied independently, each with
probability `p` between 0 and 1: the states are empty, up, down and doubly occupied. -/
def orbitalEntropy (p : ℝ) : ℝ :=
  Real.negMulLog ((1 - p) * (1 - p)) + Real.negMulLog (p * (1 - p))
    + Real.negMulLog ((1 - p) * p) + Real.negMulLog (p * p)
```

## The projector belongs to the matrix

A real symmetric matrix is Hermitian, so the spectral theorem supplies an orthonormal eigenbasis. The proof takes Mathlib's eigenvector matrix as $C$ and checks the two defining equations, the second one entry by entry.

```lean
/-- Every real symmetric Hückel matrix has a complete set of canonical orbitals. -/
theorem exists_canonicalOrbitals {A : Matrix n n ℝ} (hA : A.IsSymm) :
    ∃ C ε, CanonicalOrbitals A C ε := by
  have hH : A.IsHermitian := by
    rw [Matrix.IsHermitian, conjTranspose_eq_transpose_of_trivial]
    exact hA
  refine ⟨(hH.eigenvectorUnitary : Matrix n n ℝ), hH.eigenvalues, ?_, ?_⟩
  · have h := Matrix.mem_unitaryGroup_iff'.mp hH.eigenvectorUnitary.2
    rwa [star_eq_conjTranspose, conjTranspose_eq_transpose_of_trivial] at h
  · ext i j
    have h := congrFun (hH.mulVec_eigenvectorBasis j) i
    rw [mul_diagonal, mul_apply]
    simpa [mulVec, dotProduct, Matrix.IsHermitian.eigenvectorUnitary_apply, mul_comm] using h
```

Since $C$ is square, $C^TC=1$ implies $CC^T=1$. Therefore

$$C^TA=C^TA\,CC^T=C^TC\,\mathrm{diag}(\varepsilon)\,C^T=\mathrm{diag}(\varepsilon)\,C^T.$$

```lean
/-- The canonical orbitals are also left eigenvectors of the Hückel matrix. -/
theorem CanonicalOrbitals.left_eigen {A C : Matrix n n ℝ} {ε : n → ℝ}
    (h : CanonicalOrbitals A C ε) : Cᵀ * A = diagonal ε * Cᵀ := by
  have hc : C * Cᵀ = 1 := mul_eq_one_comm.mp h.orthonormal
  calc Cᵀ * A = Cᵀ * (A * C) * Cᵀ := by rw [mul_assoc, mul_assoc, hc, mul_one]
    _ = (Cᵀ * C) * diagonal ε * Cᵀ := by rw [h.eigen]; simp only [mul_assoc]
    _ = diagonal ε * Cᵀ := by rw [h.orthonormal, one_mul]
```

Degenerate levels leave a freedom in $C$, which must not affect the occupations. Let $C',\varepsilon'$ be a second choice, with filling matrix $F'$ and projector $P'$, and let $M=C'^TC$ be the overlap of the two sets. Evaluating $C'^TAC$ in two ways gives

$$\varepsilon'_jM_{jk}=M_{jk}\varepsilon_k.$$

Where $M_{jk}\neq0$, the eigenvalues agree and so do the fillings. Hence $F'M=MF$, and

$$P'=C'F'C'^T\,CC^T=C'F'MC^T=C'MFC^T=CFC^T=P.$$

In the code, `hM` is the relation between eigenvalues, and `hF` is the relation between fillings, proved by the case distinction on $M_{jk}=0$.

```lean
/-- The projector onto the positive levels does not depend on the choice of canonical
orbitals. -/
theorem projector_unique {A C C' : Matrix n n ℝ} {ε ε' : n → ℝ}
    (h : CanonicalOrbitals A C ε) (h' : CanonicalOrbitals A C' ε') :
    projector C' ε' = projector C ε := by
  have hc : C * Cᵀ = 1 := mul_eq_one_comm.mp h.orthonormal
  have hc' : C' * C'ᵀ = 1 := mul_eq_one_comm.mp h'.orthonormal
  -- the overlap of the two sets connects only equal eigenvalues
  have hM : diagonal ε' * (C'ᵀ * C) = (C'ᵀ * C) * diagonal ε := by
    rw [← mul_assoc, ← h'.left_eigen, mul_assoc, h.eigen, mul_assoc]
  have hF : diagonal (filling ε') * (C'ᵀ * C) = (C'ᵀ * C) * diagonal (filling ε) := by
    generalize C'ᵀ * C = M at hM ⊢
    ext j k
    have e := congrFun (congrFun hM j) k
    simp only [diagonal_mul, mul_diagonal] at e ⊢
    by_cases hz : M j k = 0
    · simp [hz]
    · have he : ε' j = ε k := mul_right_cancel₀ hz (by linarith)
      simp only [filling, he]
      ring
  calc projector C' ε' = C' * diagonal (filling ε') * C'ᵀ * (C * Cᵀ) := by
        rw [hc, mul_one, projector]
    _ = C' * (diagonal (filling ε') * (C'ᵀ * C)) * Cᵀ := by simp only [mul_assoc]
    _ = (C' * C'ᵀ) * (C * diagonal (filling ε) * Cᵀ) := by rw [hF]; simp only [mul_assoc]
    _ = projector C ε := by rw [hc', one_mul, projector]
```

## Pairing of filled and empty levels

If $A$ is invertible, then

$$\left(C^TA^{-1}C\right)\mathrm{diag}(\varepsilon)=C^TA^{-1}AC=1.$$

The diagonal element $k$ of this equation reads $(C^TA^{-1}C)_{kk}\,\varepsilon_k=1$, so $\varepsilon_k\neq0$. There is no nonbonding level.

```lean
/-- An invertible Hückel matrix has no nonbonding level. -/
theorem CanonicalOrbitals.level_ne_zero {A C : Matrix n n ℝ} {ε : n → ℝ}
    (h : CanonicalOrbitals A C ε) (hA : IsUnit A) (k : n) : ε k ≠ 0 := by
  obtain ⟨u, rfl⟩ := hA
  intro hk
  have e : Cᵀ * (↑u⁻¹ : Matrix n n ℝ) * C * diagonal ε = 1 := by
    rw [mul_assoc, ← h.eigen, mul_assoc, ← mul_assoc (↑u⁻¹ : Matrix n n ℝ),
      Units.inv_mul, one_mul, h.orthonormal]
  have e' := congrFun (congrFun e k) k
  rw [mul_diagonal, hk, mul_zero, one_apply_eq] at e'
  exact zero_ne_one e'
```

Let $S=\mathrm{diag}(s)$, where $s_i=\pm1$ marks the two sublattices of an alternant hydrocarbon; $S$ is not an overlap matrix. The condition $SA=-AS$ reads $(s_i+s_j)A_{ij}=0$ in components. It forbids bonds within a sublattice, and it also forbids diagonal elements, which would describe heteroatoms. Bonds of unequal strength are allowed.

Now write $M=C^TSC$ for the sign matrix in the canonical basis. Anticommutation gives

$$\varepsilon_jM_{jk}=-M_{jk}\varepsilon_k,$$

so $M$ connects only levels with $\varepsilon_j=-\varepsilon_k$. As neither eigenvalue is zero, one of the two levels is filled and the other empty, that is, $f_j=1-f_k$. Hence $FM=M(1-F)$, and

$$PS=CFC^TS\,CC^T=CFMC^T=CM(1-F)C^T=S(1-P).$$

The allyl chain shows that anticommutation alone does not suffice for half occupation. It has a level at $\varepsilon=0$, which the filling rule leaves empty, and its end atoms then have occupation $1/4$ per spin.

The code again proves the relation between eigenvalues as `hM` and the relation between fillings as `hF`, with one case for each sign of $\varepsilon_k$. The restriction to $s_i=\pm1$ is not yet used.

```lean
/-- If an invertible Hückel matrix anticommutes with the diagonal matrix `S` of `s`, then the
projector `P` onto the positive levels satisfies `P S = S (1 - P)`. -/
theorem particle_hole {A C : Matrix n n ℝ} {ε s : n → ℝ}
    (h : CanonicalOrbitals A C ε) (hA : IsUnit A)
    (hanti : diagonal s * A = -(A * diagonal s)) :
    projector C ε * diagonal s = diagonal s * (1 - projector C ε) := by
  have hc : C * Cᵀ = 1 := mul_eq_one_comm.mp h.orthonormal
  have hAS : A * diagonal s = -(diagonal s * A) := by rw [hanti, neg_neg]
  -- in the canonical basis the matrix of `s` connects only opposite eigenvalues
  have hM : diagonal ε * (Cᵀ * diagonal s * C) = -(Cᵀ * diagonal s * C * diagonal ε) := by
    calc diagonal ε * (Cᵀ * diagonal s * C) = (diagonal ε * Cᵀ) * diagonal s * C := by
          simp only [mul_assoc]
      _ = Cᵀ * (A * diagonal s) * C := by rw [← h.left_eigen]; simp only [mul_assoc]
      _ = -(Cᵀ * diagonal s * (A * C)) := by
          rw [hAS]; simp only [mul_assoc, mul_neg, neg_mul]
      _ = -(Cᵀ * diagonal s * C * diagonal ε) := by rw [h.eigen]; simp only [mul_assoc]
  -- hence it connects filled levels only with empty ones
  have hF : diagonal (filling ε) * (Cᵀ * diagonal s * C)
      = Cᵀ * diagonal s * C * (1 - diagonal (filling ε)) := by
    generalize Cᵀ * diagonal s * C = M at hM ⊢
    ext j k
    have e := congrFun (congrFun hM j) k
    rw [mul_sub, mul_one]
    simp only [diagonal_mul, mul_diagonal, Matrix.neg_apply, Matrix.sub_apply] at e ⊢
    by_cases hz : M j k = 0
    · simp [hz]
    · have he : ε j = -ε k := mul_right_cancel₀ hz (by linarith)
      rcases lt_or_gt_of_ne (h.level_ne_zero hA k) with hk | hk
      · have hj : 0 < ε j := by linarith
        simp [filling, hj, not_lt_of_ge hk.le]
      · have hj : ε j ≤ 0 := by linarith
        simp [filling, hk, not_lt_of_ge hj]
  calc projector C ε * diagonal s
      = C * diagonal (filling ε) * Cᵀ * diagonal s * (C * Cᵀ) := by
        rw [hc, mul_one, projector]
    _ = C * (diagonal (filling ε) * (Cᵀ * diagonal s * C)) * Cᵀ := by simp only [mul_assoc]
    _ = C * (Cᵀ * diagonal s * C * (1 - diagonal (filling ε))) * Cᵀ := by rw [hF]
    _ = (C * Cᵀ) * diagonal s * (C * Cᵀ - C * diagonal (filling ε) * Cᵀ) := by
        noncomm_ring
    _ = diagonal s * (1 - projector C ε) := by rw [hc, one_mul, projector]
```

The matrix element between atoms $i$ and $j$ is

$$P_{ij}s_j=s_i(\delta_{ij}-P_{ij}).$$

If $s_i=s_j=\pm1$, the sign divides out and $2P_{ij}=\delta_{ij}$. Thus $P_{ii}=1/2$, and the bond order vanishes between different atoms of one sublattice. The trace of $P$ counts the filled levels, so exactly half of the levels are filled, and with both spins there is one electron per atom. The last line of the proof goes through both signs and both cases of $\delta_{ij}$, and solves each linear equation.

```lean
/-- For an invertible Hückel matrix anticommuting with a diagonal sign matrix, the projector
onto the positive levels has diagonal elements 1/2 and vanishes between different atoms of
equal sign. -/
theorem projector_same_sign {A C : Matrix n n ℝ} {ε s : n → ℝ}
    (h : CanonicalOrbitals A C ε) (hA : IsUnit A) (hs : ∀ i, s i = 1 ∨ s i = -1)
    (hanti : diagonal s * A = -(A * diagonal s)) {i j : n} (hij : s i = s j) :
    projector C ε i j = if i = j then 1 / 2 else 0 := by
  have e := congrFun (congrFun (particle_hole h hA hanti) i) j
  rw [mul_diagonal, diagonal_mul, Matrix.sub_apply, Matrix.one_apply, hij] at e
  rcases hs j with hj | hj <;> rw [hj] at e <;> split_ifs at e ⊢ <;> linarith
```

## Two bases, two entropies

In the canonical basis the projector is diagonal,

$$C^TPC=C^TC\,F\,C^TC=F,$$

so canonical orbital $k$, which is column $k$ of $C$, has occupation $f_k$. This needs neither invertibility nor a sign matrix.

```lean
/-- A canonical orbital has occupation 1 per spin if its eigenvalue is positive,
and 0 otherwise. -/
theorem canonical_occupation {A C : Matrix n n ℝ} {ε : n → ℝ}
    (h : CanonicalOrbitals A C ε) (k : n) :
    occupation (projector C ε) (fun i => C i k) = if 0 < ε k then 1 else 0 := by
  have e : Cᵀ * (projector C ε * C) = diagonal (filling ε) := by
    calc Cᵀ * (projector C ε * C) = (Cᵀ * C) * diagonal (filling ε) * (Cᵀ * C) := by
          rw [projector]; simp only [mul_assoc]
      _ = diagonal (filling ε) := by rw [h.orthonormal, one_mul, mul_one]
  have e' : occupation (projector C ε) (fun i => C i k)
      = (Cᵀ * (projector C ε * C)) k k := by
    simp only [occupation, mul_apply, mulVec, dotProduct, transpose_apply]
  rw [e', e, diagonal_apply_eq, filling]
```

For an atomic orbital $p=1/2$, all four probabilities are $1/4$, and the entropy is

$$-4\cdot\tfrac14\ln\tfrac14=\ln4,$$

the largest value that four states allow. For a canonical orbital $p$ is 0 or 1, one state has probability 1, and the entropy is 0.

The theorem assumes canonical orbitals `h` of $A$, invertibility `hA`, signs $\pm1$ in `hs` and anticommutation `hanti`. Symmetry of $A$ is contained in `h`, because $A=C\,\mathrm{diag}(\varepsilon)\,C^T$; conversely, `exists_canonicalOrbitals` provides `h` for every symmetric $A$. The vector `Pi.single i 1` is the atomic orbital on atom $i$, and `fun i => C i k` is canonical orbital $k$. The first half of the proof reads off $P_{ii}$ and evaluates the four equal terms; the second inserts the two possible fillings.

Orbital entropies are used to choose active spaces for multireference calculations. In this non-interacting model a single determinant already gives every atomic orbital the maximal entropy, so a large value in a localised basis is not by itself a sign of multireference character.

```lean
/-- Let an invertible Hückel matrix anticommute with a diagonal sign matrix, and fill its
positive levels with both spins. Every atomic orbital then has occupation 1/2 per spin and
entropy ln 4, and every canonical orbital has occupation 0 or 1 and entropy zero. -/
theorem atomic_and_canonical_entropy {A C : Matrix n n ℝ} {ε s : n → ℝ}
    (h : CanonicalOrbitals A C ε) (hA : IsUnit A) (hs : ∀ i, s i = 1 ∨ s i = -1)
    (hanti : diagonal s * A = -(A * diagonal s)) :
    (∀ i, occupation (projector C ε) (Pi.single i 1) = 1 / 2 ∧
      orbitalEntropy (occupation (projector C ε) (Pi.single i 1)) = Real.log 4) ∧
    (∀ k, (occupation (projector C ε) (fun i => C i k) = 0 ∨
        occupation (projector C ε) (fun i => C i k) = 1) ∧
      orbitalEntropy (occupation (projector C ε) (fun i => C i k)) = 0) := by
  constructor
  · intro i
    have hocc : occupation (projector C ε) (Pi.single i 1) = 1 / 2 := by
      have e : occupation (projector C ε) (Pi.single i 1) = projector C ε i i := by
        simp [occupation]
      rw [e, projector_same_sign h hA hs hanti rfl, if_pos rfl]
    refine ⟨hocc, ?_⟩
    -- four equally likely states
    have e1 : (1 - 1 / 2 : ℝ) = 1 / 2 := by norm_num
    have e2 : (1 / 2 * (1 / 2) : ℝ) = 1 / 4 := by norm_num
    have e3 : Real.log (1 / 4) = -Real.log 4 := by rw [one_div, Real.log_inv]
    rw [hocc]
    simp only [orbitalEntropy, e1, e2, Real.negMulLog, e3]
    ring
  · intro k
    rw [canonical_occupation h k]
    split_ifs <;> simp [orbitalEntropy]
```

## Butadiene

Number the atoms of the chain 0 to 3, as Lean does. The eigenvalues of $A$ are $\pm1.618$ and $\pm0.618$, and the two filled orbitals are

$$\psi_1=(0.372,\,0.602,\,0.602,\,0.372),\qquad \psi_2=(0.602,\,0.372,\,-0.372,\,-0.602).$$

This gives

- $P_{00}=0.138+0.362=0.500$, and the same for the other three atoms;
- $P_{02}=0.224-0.224=0$, for two atoms of equal sign;
- $P_{01}=0.2236+0.2236=0.4472$, for the outer bond between atoms 0 and 1, which is a π bond order of $0.894$.

Each atomic orbital has entropy $\ln4\approx1.386$, although $\psi_1$ and $\psi_2$ are completely filled.

```lean
/-- The Hückel adjacency matrix of butadiene, a chain of four carbon atoms. -/
def butadiene : Matrix (Fin 4) (Fin 4) ℝ :=
  !![0, 1, 0, 0; 1, 0, 1, 0; 0, 1, 0, 1; 0, 0, 1, 0]
```

With the signs $(1,-1,1,-1)$, butadiene meets all the conditions on $A$ and $s$. Symmetry, the signs and anticommutation are checked entry by entry, and invertibility is shown by multiplying with an explicit inverse.

```lean
/-- The butadiene matrix is symmetric and invertible, and it anticommutes with the diagonal
matrix of alternating signs. -/
theorem butadiene_witness :
    butadiene.IsSymm ∧ IsUnit butadiene ∧
    (∀ i, (![1, -1, 1, -1] : Fin 4 → ℝ) i = 1 ∨ (![1, -1, 1, -1] : Fin 4 → ℝ) i = -1) ∧
    diagonal ![1, -1, 1, -1] * butadiene = -(butadiene * diagonal ![1, -1, 1, -1]) := by
  refine ⟨?_, ?_, ?_, ?_⟩
  · ext i j
    fin_cases i <;> fin_cases j <;> simp [butadiene]
  · have hB : butadiene * !![0, 1, 0, -1; 1, 0, 0, 0; 0, 0, 0, 1; -1, 0, 1, 0] = 1 := by
      ext i j
      fin_cases i <;> fin_cases j <;>
        simp [butadiene, mul_apply, Fin.sum_univ_succ]
    exact ⟨⟨butadiene, _, hB, mul_eq_one_comm.mp hB⟩, rfl⟩
  · intro i
    fin_cases i <;> simp
  · ext i j
    rw [Matrix.neg_apply, diagonal_mul, mul_diagonal]
    fin_cases i <;> fin_cases j <;> simp [butadiene]

end

end HuckelOrbitalEntropy
```

```lean
#print axioms HuckelOrbitalEntropy.exists_canonicalOrbitals
#print axioms HuckelOrbitalEntropy.projector_unique
#print axioms HuckelOrbitalEntropy.atomic_and_canonical_entropy
```

```
'HuckelOrbitalEntropy.exists_canonicalOrbitals' depends on axioms: [propext, Classical.choice, Quot.sound]
'HuckelOrbitalEntropy.projector_unique' depends on axioms: [propext, Classical.choice, Quot.sound]
'HuckelOrbitalEntropy.atomic_and_canonical_entropy' depends on axioms: [propext, Classical.choice, Quot.sound]
```
